# The Moore bound for cubic diagrams: girth 5 first occurs at fifteen lines

A nonempty finite simple graph with three lines at every vertex and no cycle of length 3 or 4 has at least 10 vertices and at least 15 lines. The Petersen graph attains both numbers and contains a cycle of length 5.

In the graphical method a \(3nj\) symbol is drawn as a closed diagram with \(2n\) vertices, one for each \(3j\) symbol, and \(3n\) lines, one for each angular momentum whose projection is summed. A triangle factors off as a \(6j\) symbol and a square is removed at the price of one summation, so, for diagrams without loops or double lines and with phases and arrows ignored, the result says that one of these two reductions is available below the \(15j\) level and that a graph offering neither exists at that level. The dictionary between symbols and graphs and these reduction rules are quoted without proof, and the small examples given along the way are argued on paper; none of this is part of what Lean checks.

```lean
import Mathlib

open SimpleGraph Finset

namespace CubicGirthFive
```

## Diagrams without short cycles

Let \(V\) be the set of vertices, \(E\) the set of lines, and write \(a \sim b\) when a line joins \(a\) and \(b\); in Lean this is `G.Adj a b` for `G : SimpleGraph V`. The relation is symmetric and irreflexive, and a pair of vertices carries at most one line. Values of \(j\), line directions and the cyclic order at a vertex are absent from the model, and connectedness is not required. A `G.Walk v v` is a chain of lines from \(v\) back to \(v\), its `length` is the number of lines, and `IsCycle` requires that it be nonempty, use no line twice and visit no vertex twice apart from the return to \(v\). The girth is the length of the shortest cycle. Cycles in a simple graph have length at least 3, so excluding lengths 3 and 4 leaves only cycles of length 5 or more.

```lean
/-- A diagram has no short cycle if none of its cycles has length 3 or 4. -/
def NoShortCycle {V : Type*} (G : SimpleGraph V) : Prop :=
  ∀ (v : V) (w : G.Walk v v), w.IsCycle → w.length ≠ 3 ∧ w.length ≠ 4
```

The diagram could instead have been modelled as a multigraph, which is closer to what one draws, since loops and double lines do occur before simplification. Lengths 1 and 2 would then have to be excluded as well: two vertices joined by three parallel lines have three lines at each vertex and no cycle of length 3 or 4, and the bound would fail.

The counting needs the condition in terms of vertices alone:
\[
\text{(T)}\quad a \sim b,\; b \sim c \;\Rightarrow\; c \not\sim a, \qquad
\text{(Q)}\quad a \sim b,\; b \sim c,\; c \sim d,\; d \sim a \;\Rightarrow\; a = c \text{ or } b = d .
\]
Suppose there is no short cycle. Three mutually joined vertices are distinct, because joined vertices differ, and they would form a 3-cycle; this gives (T). In a closed chain \(a, b, c, d\) consecutive vertices differ, so \(a \ne c\) and \(b \ne d\) would make all four distinct and the chain a 4-cycle; this gives (Q). Conversely, a 3-cycle contradicts (T), and in a 4-cycle either alternative of (Q) repeats a vertex. The forward half of the proof builds the two walks with `Walk.cons` and lets `simp` confirm distinctness from the inequalities listed. In the backward half `rcases` splits a cycle by its length into \(0, 1, 2, 3, 4\) and at least \(5\); only the cases 3 and 4 need an argument, the latter through `hw.support_nodup`, the absence of repeated vertices.

```lean
/-- A diagram has no cycle of length 3 or 4 exactly when no three vertices are mutually
joined and every closed chain `a-b-c-d-a` has `a = c` or `b = d`. -/
theorem noShortCycle_iff {V : Type*} (G : SimpleGraph V) :
    NoShortCycle G ↔
      (∀ a b c, G.Adj a b → G.Adj b c → ¬ G.Adj c a) ∧
      (∀ a b c d, G.Adj a b → G.Adj b c → G.Adj c d → G.Adj d a → a = c ∨ b = d) := by
  constructor
  · intro h
    constructor
    · intro a b c hab hbc hca
      -- the triangle is a cycle of length 3
      refine (h a (Walk.cons hab (Walk.cons hbc (Walk.cons hca Walk.nil))) ?_).1 rfl
      rw [Walk.cons_isCycle_iff, Walk.isPath_def]
      simp [hab.ne, hab.ne', hbc.ne, hca.ne, hca.ne']
    · intro a b c d hab hbc hcd hda
      by_contra hne
      have hac : a ≠ c := fun e => hne (Or.inl e)
      have hbd : b ≠ d := fun e => hne (Or.inr e)
      -- four distinct vertices give a cycle of length 4
      refine (h a (Walk.cons hab (Walk.cons hbc (Walk.cons hcd (Walk.cons hda Walk.nil))))
        ?_).2 rfl
      rw [Walk.cons_isCycle_iff, Walk.isPath_def]
      simp [hab.ne, hab.ne', hbc.ne, hcd.ne, hda.ne, hda.ne',
        hac, hac.symm, hbd]
  · rintro ⟨ht, hq⟩ v w hw
    rcases w with _ | ⟨h1, _ | ⟨h2, _ | ⟨h3, _ | ⟨h4, _ | ⟨h5, w⟩⟩⟩⟩⟩
    · simp
    · simp
    · simp
    · exact (ht _ _ _ h1 h2 h3).elim
    · exfalso
      have hn := hw.support_nodup
      simp only [Walk.support_cons, Walk.support_nil, List.tail_cons] at hn
      rcases hq _ _ _ _ h1 h2 h3 h4 with h | h <;> (subst h; simp at hn)
    · simp only [Walk.length_cons]
      omega
```

## Counting outward from one vertex

From here \(V\) is finite, with \(|V|\) elements, written `Fintype.card V`. Let \(N(a)\) be the set of neighbours of \(a\), `G.neighborFinset a`, and \(\deg a = |N(a)|\). Fix a vertex \(v\) and define the branch at \(a\),
\[
B_v(a) = \{a\} \cup \bigl(N(a) \setminus \{v\}\bigr).
\]

```lean
section Counting

variable {V : Type*} [Fintype V] [DecidableEq V] (G : SimpleGraph V) [DecidableRel G.Adj]

/-- The branch at `a` seen from `v`: the vertex `a` with its neighbours other than `v`. -/
def branch (v a : V) : Finset V := insert a ((G.neighborFinset a).erase v)
```

For \(a \in N(v)\) three facts hold. First, \(v \in N(a)\) and \(a \notin N(a)\), so
\[
|B_v(a)| = 1 + (\deg a - 1) = \deg a .
\]
Second, branches at different neighbours \(a \ne b\) of \(v\) are disjoint. A common element \(x\) cannot equal both \(a\) and \(b\). If \(x = a\) and \(b \sim x\), then \(v, b, a\) violate (T), and the case \(x = b\), \(a \sim x\) is the mirror image. If \(a \sim x\), \(b \sim x\) and \(x \neq v\), the chain \(v, a, x, b\) closes, and (Q) forces \(v = x\) or \(a = b\), both excluded. Third, \(v\) lies in no branch, since \(v \ne a\) and \(v\) was removed from \(N(a)\). The vertex \(v\) and the branches are therefore disjoint subsets of \(V\), and
\[
1 + \sum_{a \in N(v)} \deg a \;\le\; |V| .
\]
No regularity is assumed in this inequality. In the proof `hcard` is the first fact, `hsum` the second with its four cases in the order \(x = a = b\), triangle, mirrored triangle, square, and the outer `hv` the third; `hle` bounds the size of the union by \(|V|\).

```lean
/-- In a finite diagram without cycles of length 3 or 4, one plus the sum of the degrees of
the neighbours of any vertex `v` is at most the number of vertices. -/
theorem one_add_sum_degree_le (h : NoShortCycle G) (v : V) :
    1 + ∑ a ∈ G.neighborFinset v, G.degree a ≤ Fintype.card V := by
  obtain ⟨ht, hq⟩ := (noShortCycle_iff G).1 h
  have hmem : ∀ a x, x ∈ branch G v a ↔ x = a ∨ (x ≠ v ∧ G.Adj a x) := by
    intro a x
    simp [branch]
  -- each branch has as many elements as the degree of its root
  have hcard : ∀ a ∈ G.neighborFinset v, (branch G v a).card = G.degree a := by
    intro a ha
    have ha' : G.Adj v a := by simpa using ha
    have hv : v ∈ G.neighborFinset a := by simpa using ha'.symm
    have hna : a ∉ (G.neighborFinset a).erase v := by simp
    rw [branch, Finset.card_insert_of_notMem hna, Finset.card_erase_add_one hv,
      card_neighborFinset_eq_degree]
  -- two branches that met would close a triangle or a square through `v`
  have hsum : ((G.neighborFinset v).biUnion (branch G v)).card
      = ∑ a ∈ G.neighborFinset v, (branch G v a).card := by
    apply Finset.card_biUnion
    intro a ha b hb hab
    have ha' : G.Adj v a := by simpa using ha
    have hb' : G.Adj v b := by simpa using hb
    show Disjoint (branch G v a) (branch G v b)
    refine Finset.disjoint_left.2 fun x hxa hxb => ?_
    rcases (hmem a x).1 hxa with e1 | ⟨n1, e1⟩
    · rcases (hmem b x).1 hxb with e2 | ⟨_, e2⟩
      · exact hab (e1.symm.trans e2)
      · rw [e1] at e2
        exact ht v b a hb' e2 ha'.symm
    · rcases (hmem b x).1 hxb with e2 | ⟨_, e2⟩
      · rw [e2] at e1
        exact ht v a b ha' e1 hb'.symm
      · rcases hq v a x b ha' e1 e2.symm hb'.symm with e | e
        · exact n1 e.symm
        · exact hab e
  -- no branch contains `v`
  have hv : v ∉ (G.neighborFinset v).biUnion (branch G v) := by
    intro hx
    obtain ⟨a, ha, hx⟩ := Finset.mem_biUnion.1 hx
    have ha' : G.Adj v a := by simpa using ha
    rcases (hmem a v).1 hx with e | ⟨n, _⟩
    · exact ha'.ne e
    · exact n rfl
  have hle := Finset.card_le_univ (insert v ((G.neighborFinset v).biUnion (branch G v)))
  rw [Finset.card_insert_of_notMem hv, hsum, Finset.sum_congr rfl hcard] at hle
  omega
```

If \(\deg a = k\) for all \(a\), which is the meaning of `G.IsRegularOfDegree k` for a natural number \(k\), the sum has \(k\) terms equal to \(k\), and
\[
k^2 + 1 \le |V| .
\]
This is the girth-5 case of the Moore bound, and the one girth treated. The hypothesis `[Nonempty V]` supplies the vertex \(v\) from which to count.

```lean
/-- Moore bound for girth five: a nonempty finite `k`-regular diagram without cycles of
length 3 or 4 has at least `k² + 1` vertices. -/
theorem moore_bound [Nonempty V] {k : ℕ} (hk : G.IsRegularOfDegree k) (h : NoShortCycle G) :
    k ^ 2 + 1 ≤ Fintype.card V := by
  obtain ⟨v⟩ := ‹Nonempty V›
  have hd : ∀ v, G.degree v = k := hk
  have h1 := one_add_sum_degree_le G h v
  simp only [hd, Finset.sum_const, card_neighborFinset_eq_degree, smul_eq_mul] at h1
  rw [sq]
  linarith
```

Each line has two ends, so \(\sum_{v} \deg v = 2|E|\), which Mathlib provides as `sum_degrees_eq_twice_card_edges`. In a \(k\)-regular graph the left side is \(k|V|\), and with \(|E|\) written `G.edgeFinset.card`,
\[
2|E| = k\,|V| .
\]

```lean
omit [DecidableEq V] in
/-- In a finite `k`-regular diagram twice the number of lines equals `k` times the number of
vertices. -/
theorem two_mul_card_edges {k : ℕ} (hk : G.IsRegularOfDegree k) :
    2 * G.edgeFinset.card = k * Fintype.card V := by
  have hd : ∀ v, G.degree v = k := hk
  have h2 : ∑ v, G.degree v = k * Fintype.card V := by simp [hd, mul_comm]
  exact G.sum_degrees_eq_twice_card_edges.symm.trans h2
```

For \(k = 3\) the two results give \(|V| \ge 3^2 + 1 = 10\) and \(2|E| = 3|V| \ge 30\), hence \(|E| \ge 15\). With \(|E| = 3n\) this reads \(n \ge 5\). The theorem is a lower bound for every cubic graph whose cycles all have length 5 or more; it does not classify the graphs that reach it.

```lean
/-- A nonempty finite diagram with three lines at every vertex and no cycle of length 3 or 4
has at least 10 vertices and at least 15 lines. -/
theorem cubic_girth_five_bound [Nonempty V] (h3 : G.IsRegularOfDegree 3)
    (h : NoShortCycle G) : 10 ≤ Fintype.card V ∧ 15 ≤ G.edgeFinset.card := by
  have h1 := moore_bound G h3 h
  have h2 := two_mul_card_edges G h3
  omega

end Counting
```

Small graphs show what the hypotheses do. Without `[Nonempty V]`, the empty graph is regular of degree 3 and free of cycles because there is nothing to test, and it has 0 vertices. If 4-cycles are allowed, take two sets of three vertices with every vertex of one joined to every vertex of the other, the diagram of the \(9j\) symbol: it is cubic and has no triangle, yet it has 6 vertices and 9 lines. If triangles are allowed in `moore_bound`, the triangle itself has \(k = 2\), no 4-cycle, and \(3 < 2^2 + 1\) vertices.

## The Petersen graph

The vertices are the two-element subsets of the five points \(0, 1, 2, 3, 4\), the elements of `Fin 5`. There are \(\binom{5}{2} = 10\) of them, and \(ij\) abbreviates \(\{i, j\}\).

```lean
/-- The two-element subsets of five points. -/
abbrev Pair := {s : Finset (Fin 5) // s.card = 2}
```

Two pairs \(s, t\) are to be joined when \(s \cap t = \emptyset\). The construction `SimpleGraph.fromRel` turns any relation into a simple graph by joining \(s\) and \(t\) when \(s \ne t\) and the relation holds in one of the two orders.

```lean
/-- The Petersen graph: two different pairs are joined when they are disjoint. -/
def petersen : SimpleGraph Pair := SimpleGraph.fromRel fun s t => Disjoint s.1 t.1
```

Both additions are redundant here. Disjointness is symmetric, and a set disjoint from itself is empty, which a set of two elements is not. Hence \(s \sim t\) exactly when \(s \cap t = \emptyset\).

```lean
/-- Two pairs are adjacent in the Petersen graph exactly when they are disjoint. -/
theorem petersen_adj (s t : Pair) : petersen.Adj s t ↔ Disjoint s.1 t.1 := by
  rw [petersen, SimpleGraph.fromRel_adj]
  constructor
  · rintro ⟨_, h | h⟩
    · exact h
    · exact h.symm
  · intro h
    refine ⟨?_, Or.inl h⟩
    rintro rfl
    have h2 := s.2
    rw [disjoint_self.1 h] at h2
    simp at h2
```

This equivalence gives a finite test for adjacency, on which the exhaustive checks below run.

```lean
/-- Adjacency in the Petersen graph is decided by testing disjointness. -/
instance : DecidableRel petersen.Adj :=
  fun s t => decidable_of_iff (Disjoint s.1 t.1) (petersen_adj s t).symm
```

The branch count can be followed on this graph from \(v = 01\). The neighbours are the pairs within \(\{2,3,4\}\), namely \(23, 24, 34\). The neighbours of \(23\) are the pairs within \(\{0,1,4\}\), and similarly for the other two, so
\[
B_v(23) = \{23, 04, 14\}, \qquad B_v(24) = \{24, 03, 13\}, \qquad B_v(34) = \{34, 02, 12\}.
\]
Together with \(01\) these are \(1 + 3 + 3 + 3 = 10\) different pairs, which is all of them, so the inequality holds with equality.

A named pair \(ij\) with \(i \ne j\) is written `pair i j`.

```lean
/-- The pair `{i, j}` of two different points. -/
def pair (i j : Fin 5) (h : i ≠ j := by decide) : Pair := ⟨{i, j}, Finset.card_pair h⟩
```

The closed walk \(01, 23, 04, 12, 34, 01\) has disjoint consecutive pairs at each of its five steps, and each adjacency is verified as the walk is built.

```lean
/-- The closed walk `01 - 23 - 04 - 12 - 34 - 01` in the Petersen graph. -/
def pentagon : petersen.Walk (pair 0 1) (pair 0 1) :=
  Walk.cons (show petersen.Adj (pair 0 1) (pair 2 3) by decide +kernel) <|
  Walk.cons (show petersen.Adj (pair 2 3) (pair 0 4) by decide +kernel) <|
  Walk.cons (show petersen.Adj (pair 0 4) (pair 1 2) by decide +kernel) <|
  Walk.cons (show petersen.Adj (pair 1 2) (pair 3 4) by decide +kernel) <|
  Walk.cons (show petersen.Adj (pair 3 4) (pair 0 1) by decide +kernel) Walk.nil
```

The properties of the graph follow from the number of points. A pair leaves three points free, which hold \(\binom{3}{2} = 3\) pairs, so every degree is 3. A triangle would need three mutually disjoint pairs, six points, so (T) holds. For (Q), let \(a \ne c\) both be joined to \(b\) and to \(d\). Then \(a \cup c\) has at least three points and lies in the three-point complement of \(b\), so it equals that complement; it equals the complement of \(d\) for the same reason, and \(b = d\). Finally \(2|E| = 3 \cdot 10\) gives \(|E| = 15\). Lean replaces the first three arguments and the vertex count by enumeration over the pairs with `decide +kernel`, in `hd`, `ht`, `hq` and `hc`. It passes from (T) and (Q) to `NoShortCycle petersen` through `noShortCycle_iff` and takes the line count from `two_mul_card_edges`.

```lean
/-- The Petersen graph has three lines at every vertex, no cycle of length 3 or 4,
exactly 10 vertices and exactly 15 lines. -/
theorem petersen_witness :
    petersen.IsRegularOfDegree 3 ∧ NoShortCycle petersen ∧
      Fintype.card Pair = 10 ∧ petersen.edgeFinset.card = 15 := by
  have hd : ∀ v, petersen.degree v = 3 := by decide +kernel
  have hr : petersen.IsRegularOfDegree 3 := hd
  have hc : Fintype.card Pair = 10 := by decide +kernel
  have ht : ∀ a b, petersen.Adj a b → ∀ c, petersen.Adj b c → ¬ petersen.Adj c a := by
    decide +kernel
  have hq : ∀ a b, petersen.Adj a b → ∀ c, petersen.Adj b c → ∀ d, petersen.Adj c d →
      petersen.Adj d a → a = c ∨ b = d := by
    decide +kernel
  have he := two_mul_card_edges petersen hr
  refine ⟨hr, (noShortCycle_iff _).2 ⟨fun a b c h1 h2 => ht a b h1 c h2,
    fun a b c d h1 h2 h3 h4 => hq a b h1 c h2 d h3 h4⟩, hc, ?_⟩
  omega
```

The walk `pentagon` is a cycle: its five lines are different, it is not the empty walk, and the vertices \(23, 04, 12, 34, 01\) visited after the start are different. These are the three components supplied after the definitions of cycle and trail are unfolded. With no cycle of length 3 or 4 and one of length 5, the shortest cycle of the Petersen graph has length 5.

```lean
/-- The pentagon is a cycle of length 5 in the Petersen graph. -/
theorem pentagon_isCycle : pentagon.IsCycle ∧ pentagon.length = 5 := by
  refine ⟨?_, rfl⟩
  rw [Walk.isCycle_def, Walk.isTrail_def]
  exact ⟨by decide +kernel, by simp [pentagon], by decide +kernel⟩

end CubicGirthFive
```

```lean
#print axioms CubicGirthFive.cubic_girth_five_bound
-- 'CubicGirthFive.cubic_girth_five_bound' depends on axioms: [propext, Classical.choice, Quot.sound]
#print axioms CubicGirthFive.pentagon_isCycle
-- 'CubicGirthFive.pentagon_isCycle' depends on axioms: [propext, Classical.choice, Quot.sound]
```
